# At a single Ashkin-Teller site, the connected correlation of the two Ising variables has the sign of their coupling

**Q.** Suppose I know only that the coupling $K$ between two Ising variables $s,t=\pm1$ is positive. Strong opposing fields might still reverse the response, so that raising the field on $t$ lowers $\langle s\rangle$. What rules that out?

**A.** An exact formula. Give the four configurations the weight $e^{h_1s+h_2t+Kst}$, with real fields $h_1,h_2$ and partition sum $Z$. Here $K$ couples the two variables of one site; it is not the four-spin coupling between neighbouring sites of the Ashkin-Teller lattice model. With these weights,

$$\langle st\rangle-\langle s\rangle\langle t\rangle=\frac{8\sinh 2K}{Z^2}.$$

Write $w_{++},w_{+-},w_{-+},w_{--}$ for the weights, with the sign of $s$ first. Let $A=w_{++}+w_{--}$, $B=w_{+-}+w_{-+}$, $C=w_{++}-w_{--}$ and $D=w_{+-}-w_{-+}$. Then $Z=A+B$, $Z\langle st\rangle=A-B$, $Z\langle s\rangle=C+D$ and $Z\langle t\rangle=C-D$. Multiplying the connected correlation by $Z^2$ gives

$$(A^2-C^2)-(B^2-D^2)=4w_{++}w_{--}-4w_{+-}w_{-+}.$$

The fields cancel in each product, leaving $4(e^{2K}-e^{-2K})=8\sinh 2K$. Since $Z^2>0$, the sign is that of $K$, including zero.

**Q.** And the response itself?

**A.** Differentiating a weight with respect to $h_2$ multiplies it by $t$. For any observable $f(s,t)$, the quotient rule therefore gives

$$\frac{\partial\langle f\rangle}{\partial h_2}=\frac{Z\langle ft\rangle}{Z}-\frac{Z\langle f\rangle\,Z\langle t\rangle}{Z^2}=\langle ft\rangle-\langle f\rangle\langle t\rangle.$$

With $f=s$, the response has the sign of $K$ at every field.

**Q.** Where are the physical spins in the Lean file? I see only Booleans.

**A.** A `Bool` labels a state, and `spin` assigns it the value $+1$ or $-1$. The observables `sigma` and `tau` are $s$ and $t$. Temperature is absorbed into the dimensionless `h₁`, `h₂` and `K`.

```lean
import Mathlib

open Finset

namespace AshkinTellerSite

noncomputable section

/-- The value `+1` or `-1` of an Ising variable. -/
def spin : Bool → ℝ
  | true => 1
  | false => -1

/-- The first Ising variable `s`, as an observable of the site. -/
def sigma (a _b : Bool) : ℝ := spin a

/-- The second Ising variable `t`, as an observable of the site. -/
def tau (_a b : Bool) : ℝ := spin b

/-- The Boltzmann weight `exp (h₁ s + h₂ t + K s t)` of a configuration. -/
def weight (h₁ h₂ K : ℝ) (a b : Bool) : ℝ :=
  Real.exp (h₁ * spin a + h₂ * spin b + K * spin a * spin b)

/-- The partition sum `Z` over the four configurations. -/
def partitionSum (h₁ h₂ K : ℝ) : ℝ := ∑ a, ∑ b, weight h₁ h₂ K a b
```

**Q.** Is the average normalised?

**A.** Yes: `weightedSum` is unnormalised, and `average` divides it by $Z$. `connected` then subtracts the product of the averages.

```lean
/-- The sum of an observable over the configurations with Boltzmann weights. -/
def weightedSum (h₁ h₂ K : ℝ) (f : Bool → Bool → ℝ) : ℝ :=
  ∑ a, ∑ b, f a b * weight h₁ h₂ K a b

/-- The thermal average `⟨f⟩` of an observable. -/
def average (h₁ h₂ K : ℝ) (f : Bool → Bool → ℝ) : ℝ :=
  weightedSum h₁ h₂ K f / partitionSum h₁ h₂ K

/-- The connected correlation `⟨f g⟩ - ⟨f⟩⟨g⟩` of two observables. -/
def connected (h₁ h₂ K : ℝ) (f g : Bool → Bool → ℝ) : ℝ :=
  average h₁ h₂ K (fun a b => f a b * g a b) - average h₁ h₂ K f * average h₁ h₂ K g
```

**Q.** That subtraction matters, doesn't it?

**A.** It does. Without it the sign rule fails, because $\langle st\rangle$ itself need not have the sign of $K$. At $K=0$ it equals $\tanh h_1\tanh h_2$, which is negative for opposing fields, while the connected correlation vanishes.

**Q.** How does the proof follow your calculation?

**A.** First it shows $Z>0$ and puts the correlation of any two observables over $Z^2$.

```lean
/-- The partition sum is positive. -/
theorem partitionSum_pos (h₁ h₂ K : ℝ) : 0 < partitionSum h₁ h₂ K := by
  simp only [partitionSum, weight, Fintype.sum_bool]
  positivity

/-- The connected correlation of two observables, written over the common
denominator `Z²`. -/
theorem connected_eq_div (h₁ h₂ K : ℝ) (f g : Bool → Bool → ℝ) :
    connected h₁ h₂ K f g =
      (weightedSum h₁ h₂ K (fun a b => f a b * g a b) * partitionSum h₁ h₂ K
        - weightedSum h₁ h₂ K f * weightedSum h₁ h₂ K g) / partitionSum h₁ h₂ K ^ 2 := by
  have hZ := (partitionSum_pos h₁ h₂ K).ne'
  unfold connected average
  field_simp
```

In the next theorem, `hal` and `hanti` are the aligned and anti-aligned products. The `linear_combination` step is the identity with the two factors of 4.

```lean
/-- The connected correlation of the two Ising variables is `8 sinh (2K) / Z²`
for all real fields and couplings. -/
theorem connected_sigma_tau (h₁ h₂ K : ℝ) :
    connected h₁ h₂ K sigma tau = 8 * Real.sinh (2 * K) / partitionSum h₁ h₂ K ^ 2 := by
  -- the fields cancel in the product of the weights of two opposite configurations
  have hal : weight h₁ h₂ K true true * weight h₁ h₂ K false false = Real.exp (2 * K) := by
    unfold weight
    rw [← Real.exp_add]
    congr 1
    simp only [spin]
    ring
  have hanti : weight h₁ h₂ K true false * weight h₁ h₂ K false true
      = Real.exp (-(2 * K)) := by
    unfold weight
    rw [← Real.exp_add]
    congr 1
    simp only [spin]
    ring
  rw [connected_eq_div]
  congr 1
  simp only [weightedSum, partitionSum, sigma, tau, Fintype.sum_bool, spin, Real.sinh_eq]
  linear_combination 4 * hal - 4 * hanti
```

The sign theorem treats negative, zero and positive $K$ separately.

```lean
/-- The connected correlation of the two Ising variables has the sign of the
coupling `K`, whatever the fields. -/
theorem sign_connected (h₁ h₂ K : ℝ) :
    SignType.sign (connected h₁ h₂ K sigma tau) = SignType.sign K := by
  have hZ : 0 < partitionSum h₁ h₂ K ^ 2 := pow_pos (partitionSum_pos h₁ h₂ K) 2
  rw [connected_sigma_tau]
  rcases lt_trichotomy K 0 with h | h | h
  · have hs : Real.sinh (2 * K) < 0 := Real.sinh_neg_iff.2 (by linarith)
    rw [sign_neg h, sign_neg (div_neg_of_neg_of_pos (by linarith) hZ)]
  · subst h
    simp
  · have hs : 0 < Real.sinh (2 * K) := Real.sinh_pos_iff.2 (by linarith)
    rw [sign_pos h, sign_pos (div_pos (by linarith) hZ)]
```

**Q.** Does the derivative hold everything else fixed?

**A.** Yes, $h_1$ and $K$ are constants. `HasDerivAt` states both differentiability and the value of the derivative. The proof differentiates each weight, sums, and applies the quotient rule.

```lean
/-- Fluctuation-response relation: the derivative of `⟨f⟩` with respect to the field
on `t` is the connected correlation of `f` with `t`. -/
theorem hasDerivAt_average (h₁ h₂ K : ℝ) (f : Bool → Bool → ℝ) :
    HasDerivAt (fun h => average h₁ h K f) (connected h₁ h₂ K f tau) h₂ := by
  -- each weight responds in proportion to the value of `t`
  have hw : ∀ a b, HasDerivAt (fun h => weight h₁ h K a b)
      (tau a b * weight h₁ h₂ K a b) h₂ := by
    intro a b
    have hlin : HasDerivAt (fun h => h₁ * spin a + h * spin b + K * spin a * spin b)
        (spin b) h₂ :=
      ((((hasDerivAt_id' h₂).mul_const (spin b)).const_add (h₁ * spin a)).add_const
        (K * spin a * spin b)).congr_deriv (one_mul _)
    exact hlin.exp.congr_deriv (mul_comm _ _)
  have hN : HasDerivAt (fun h => weightedSum h₁ h K f)
      (weightedSum h₁ h₂ K (fun a b => f a b * tau a b)) h₂ :=
    HasDerivAt.fun_sum fun a _ => HasDerivAt.fun_sum fun b _ =>
      ((hw a b).const_mul (f a b)).congr_deriv (mul_assoc _ _ _).symm
  have hD : HasDerivAt (fun h => partitionSum h₁ h K) (weightedSum h₁ h₂ K tau) h₂ :=
    HasDerivAt.fun_sum fun a _ => HasDerivAt.fun_sum fun b _ => hw a b
  -- the quotient rule produces the connected correlation
  exact (hN.fun_div hD (partitionSum_pos h₁ h₂ K).ne').congr_deriv
    (connected_eq_div h₁ h₂ K f tau).symm
```

The sign of that derivative then makes $\langle s\rangle$ strictly increasing in $h_2$ for $K>0$ and strictly decreasing for $K<0$.

```lean
/-- The average `⟨s⟩` strictly increases with the field on `t` when `K > 0`, and
strictly decreases with it when `K < 0`. -/
theorem average_sigma_monotone (h₁ K : ℝ) :
    (0 < K → StrictMono (fun h => average h₁ h K sigma)) ∧
      (K < 0 → StrictAnti (fun h => average h₁ h K sigma)) := by
  constructor
  · intro hK
    refine strictMono_of_deriv_pos fun h => ?_
    rw [(hasDerivAt_average h₁ h K sigma).deriv]
    exact sign_eq_one_iff.1 ((sign_connected h₁ h K).trans (sign_pos hK))
  · intro hK
    refine strictAnti_of_deriv_neg fun h => ?_
    rw [(hasDerivAt_average h₁ h K sigma).deriv]
    exact sign_eq_neg_one_iff.1 ((sign_connected h₁ h K).trans (sign_neg hK))
```

**Q.** Do the fields affect the size of the correlation?

**A.** Yes, through $Z$. Pairing opposite configurations gives

$$Z=2\left(e^K\cosh(h_1+h_2)+e^{-K}\cosh(h_1-h_2)\right).$$

The Lean proof factors each weight into a coupling part and a field part, then collects the terms.

```lean
/-- Closed form of the partition sum in terms of the sum and difference of the fields. -/
theorem partitionSum_eq (h₁ h₂ K : ℝ) :
    partitionSum h₁ h₂ K =
      2 * (Real.exp K * Real.cosh (h₁ + h₂) + Real.exp (-K) * Real.cosh (h₁ - h₂)) := by
  have e : ∀ a b, weight h₁ h₂ K a b =
      Real.exp (K * spin a * spin b) * Real.exp (h₁ * spin a + h₂ * spin b) := by
    intro a b
    rw [weight, ← Real.exp_add, add_comm]
  have r₁ : h₁ * 1 + h₂ * 1 = h₁ + h₂ := by ring
  have r₂ : h₁ * 1 + h₂ * -1 = h₁ - h₂ := by ring
  have r₃ : h₁ * -1 + h₂ * 1 = -(h₁ - h₂) := by ring
  have r₄ : h₁ * -1 + h₂ * -1 = -(h₁ + h₂) := by ring
  have k₁ : K * 1 * 1 = K := by ring
  have k₂ : K * 1 * -1 = -K := by ring
  have k₃ : K * -1 * 1 = -K := by ring
  have k₄ : K * -1 * -1 = K := by ring
  simp only [partitionSum, Fintype.sum_bool, e, spin]
  rw [r₁, r₂, r₃, r₄, k₁, k₂, k₃, k₄, Real.cosh_eq, Real.cosh_eq]
  ring
```

Without fields $Z=4\cosh K$, so the correlation is $8\sinh 2K/(16\cosh^2K)=\tanh K$.

```lean
/-- Without fields the connected correlation of the two Ising variables is `tanh K`. -/
theorem connected_zero_field (K : ℝ) : connected 0 0 K sigma tau = Real.tanh K := by
  have hc := (Real.cosh_pos K).ne'
  have hZ : partitionSum 0 0 K = 4 * Real.cosh K := by
    rw [partitionSum_eq, add_zero, sub_zero, Real.cosh_zero, Real.cosh_eq]
    ring
  rw [connected_sigma_tau, hZ, Real.sinh_two_mul, Real.tanh_eq_sinh_div_cosh,
    div_eq_div_iff (pow_ne_zero 2 (mul_ne_zero four_ne_zero hc)) hc]
  ring
```

If either field is nonzero, $h_1+h_2$ and $h_1-h_2$ cannot both vanish. At least one hyperbolic cosine exceeds 1, so $Z$ grows. For $K\ne0$ the numerator is fixed and nonzero, and the magnitude falls strictly below $|\tanh K|$. The proof splits on whether $h_1+h_2=0$ and then compares the squared partition sums.

```lean
/-- For nonzero coupling, any nonzero field makes the magnitude of the connected
correlation strictly smaller than `|tanh K|`. -/
theorem abs_connected_lt (h₁ h₂ K : ℝ) (hK : K ≠ 0) (hh : h₁ ≠ 0 ∨ h₂ ≠ 0) :
    |connected h₁ h₂ K sigma tau| < |Real.tanh K| := by
  have h0 := partitionSum_pos 0 0 K
  have h1 := partitionSum_pos h₁ h₂ K
  -- a field strictly raises the partition sum
  have hlt : partitionSum 0 0 K < partitionSum h₁ h₂ K := by
    rw [partitionSum_eq, partitionSum_eq, add_zero, sub_zero, Real.cosh_zero]
    have p := mul_le_mul_of_nonneg_left (Real.one_le_cosh (h₁ + h₂)) (Real.exp_pos K).le
    have m := mul_le_mul_of_nonneg_left (Real.one_le_cosh (h₁ - h₂)) (Real.exp_pos (-K)).le
    by_cases hs : h₁ + h₂ = 0
    · have hd : h₁ - h₂ ≠ 0 := by
        intro hd
        rcases hh with h | h
        · exact h (by linarith)
        · exact h (by linarith)
      have m' := mul_lt_mul_of_pos_left (Real.one_lt_cosh.2 hd) (Real.exp_pos (-K))
      linarith
    · have p' := mul_lt_mul_of_pos_left (Real.one_lt_cosh.2 hs) (Real.exp_pos K)
      linarith
  have hsq : partitionSum 0 0 K ^ 2 < partitionSum h₁ h₂ K ^ 2 := by nlinarith
  have hsinh : Real.sinh (2 * K) ≠ 0 := fun h => hK (by linarith [Real.sinh_eq_zero.1 h])
  rw [← connected_zero_field K, connected_sigma_tau h₁ h₂ K, connected_sigma_tau 0 0 K,
    abs_div, abs_div, abs_of_pos (pow_pos h1 2), abs_of_pos (pow_pos h0 2)]
  exact div_lt_div_of_pos_left (abs_pos.2 (mul_ne_zero (by norm_num) hsinh))
    (pow_pos h0 2) hsq

end

end AshkinTellerSite
```

```lean
#print axioms AshkinTellerSite.sign_connected
-- 'AshkinTellerSite.sign_connected' depends on axioms: [propext, Classical.choice, Quot.sound]
#print axioms AshkinTellerSite.average_sigma_monotone
-- 'AshkinTellerSite.average_sigma_monotone' depends on axioms: [propext, Classical.choice, Quot.sound]
#print axioms AshkinTellerSite.abs_connected_lt
-- 'AshkinTellerSite.abs_connected_lt' depends on axioms: [propext, Classical.choice, Quot.sound]
```

**Q.** Then where is the phase transition of the Ashkin-Teller model?

**A.** Not here. This is one site with prescribed parameters, without a lattice or self-consistency equations. In a mean-field theory $h_1$, $h_2$ and $K$ may depend on the order parameters, and the full response then includes that feedback. What the formula supplies is the bare local response. At fixed $h_1$ and $K$, it follows from averages at a single value of $h_2$, without a finite difference in the field.
